# The Christoffel–Darboux identity for Chebyshev polynomials $T_n$ over any commutative ring

The Chebyshev polynomials of the first kind are fixed by $T_0(a)=1$, $T_1(a)=a$ and

$$T_{n+2}(a)=2a\,T_{n+1}(a)-T_n(a).$$

Their coefficients are integers, so $a$ may be a number, a matrix or any other ring element. For a scalar energy $x$ and an element $H$ of an algebra over the scalars, the undamped kernel of order $n$ is

$$K_n(x,H)=1+2\sum_{k=0}^{n-1}T_{k+1}(x)\,T_{k+1}(H).$$

The sum contains the polynomials of orders $1$ to $n$ and is empty for $n=0$. Energies are in rescaled units, chosen so that the spectrum lies in $[-1,1]$; the endpoints $\pm1$ are called band edges here.

For $x,y$ in a commutative ring and every natural number $n$,

$$(x-y)\,K_n(x,y)=T_{n+1}(x)T_n(y)-T_n(x)T_{n+1}(y).$$

The same holds with $y$ replaced by an operator $H$:

$$(x-H)\,K_n(x,H)=T_{n+1}(x)T_n(H)-T_n(x)T_{n+1}(H).$$

## Moment codes and the truncated spectral density

A Chebyshev moment code approximates the spectral density of a rescaled Hamiltonian by a finite series. For finitely many levels $E_j$ with weights $w_j$, the moments and the truncated series are

$$\mu_k=\sum_j w_jT_k(E_j),\qquad S_n(x)=\mu_0+2\sum_{k=0}^{n-1}\mu_{k+1}T_{k+1}(x).$$

Without damping, the density estimate is $S_n(x)/(\pi\sqrt{1-x^2})$ for $|x|<1$. Since $S_n(x)=\sum_j w_jK_n(x,E_j)$, the kernel is, up to the prefactor $1/(\pi\sqrt{1-x^2})$, the line shape that truncation gives to each level. Many codes also multiply the moments by damping factors, which changes this line shape.

The identity offers two checks on such a code when it is run without damping. For a small matrix that can be diagonalised, $S_n(x)$ can be compared with a sum of quotients over the levels. For a larger one, a vector $K_n(x,H)v$ accumulated by the recurrence can be multiplied by $x-H$ and compared with a combination of $T_n(H)v$ and $T_{n+1}(H)v$, without any eigenvalues.

## Induction on the truncation order

For $n=0$ both sides of the operator identity are $x-H$. Suppose that it holds at order $n$. The kernel gains one term,

$$K_{n+1}(x,H)=K_n(x,H)+2T_{n+1}(x)T_{n+1}(H),$$

so that

$$\begin{aligned}
(x-H)K_{n+1}(x,H)={}&T_{n+1}(x)T_n(H)-T_n(x)T_{n+1}(H)\\
&+2x\,T_{n+1}(x)T_{n+1}(H)-2T_{n+1}(x)\,H\,T_{n+1}(H)\\
={}&[2xT_{n+1}(x)-T_n(x)]\,T_{n+1}(H)\\
&-T_{n+1}(x)\,[2HT_{n+1}(H)-T_n(H)]\\
={}&T_{n+2}(x)T_{n+1}(H)-T_{n+1}(x)T_{n+2}(H).
\end{aligned}$$

Only scalars are moved past $H$, so the algebra need not be commutative. Taking the algebra to be the scalar ring itself gives the identity for $x$ and $y$.

**Coincident energies.** At $y=x$ the identity reads $0=0$, and the kernel needs its own formula. Let $D_n=T'_{n+1}(x)T_n(x)-T'_n(x)T_{n+1}(x)$, so $D_0=1=K_0(x,x)$. Differentiating the recurrence gives

$$T'_{n+2}=2T_{n+1}+2xT'_{n+1}-T'_n.$$

Inserting both recurrences into $D_{n+1}$, the terms with $2xT'_{n+1}T_{n+1}$ cancel and $D_{n+1}=D_n+2T_{n+1}(x)^2$ remains. The kernel $K_n(x,x)$ grows by the same amount, hence $K_n(x,x)=D_n$ for all $n$.

**Sum over levels.** Exchanging the two finite sums in $S_n$ gives $S_n(x)=\sum_jw_jK_n(x,E_j)$. If $x$ differs from every $E_j$, division by $x-E_j$ yields

$$S_n(x)=\sum_j w_j\,\frac{T_{n+1}(x)T_n(E_j)-T_n(x)T_{n+1}(E_j)}{x-E_j}.$$

**Band edges.** The recurrence gives $T_k(1)=1$ and $T_k(-1)=(-1)^k$. Each new kernel term is therefore $2(-1)^{n+1}$, and $(-1)^n+2(-1)^{n+1}=(-1)^{n+1}$, so $K_n(1,-1)=(-1)^n$. Over the reals this is negative for odd $n$: a single level at $-1$ with positive weight makes the undamped series negative at $x=1$.

## The Lean file

```lean
import Mathlib

open Polynomial

namespace ChebyshevSpectralKernel

noncomputable section

/-- The Chebyshev polynomial of the first kind `T_n`, evaluated at an element of any ring
(a number, a matrix, an operator). -/
def chebT {A : Type*} [Ring A] (n : ℕ) (a : A) : A :=
  aeval a (Chebyshev.T ℤ (n : ℤ))

/-- The derivative `T_n'` of the Chebyshev polynomial, evaluated at a ring element. -/
def chebT' {A : Type*} [Ring A] (n : ℕ) (a : A) : A :=
  aeval a (derivative (Chebyshev.T ℤ (n : ℤ)))

/-- The undamped spectral-density kernel `1 + 2 ∑ T_k(x) T_k(H)`, with `k` from `1` to `n`,
for a scalar energy `x` and an element `H` of an algebra. -/
def kernel {R A : Type*} [CommRing R] [Ring A] [Algebra R A] (n : ℕ) (x : R) (H : A) : A :=
  1 + (2 : R) • ∑ k ∈ Finset.range n, chebT (k + 1) x • chebT (k + 1) H

lemma chebT_zero {A : Type*} [Ring A] (a : A) : chebT 0 a = 1 := by
  simp [chebT]

lemma chebT_one {A : Type*} [Ring A] (a : A) : chebT 1 a = a := by
  simp [chebT]

lemma T_rec (n : ℕ) : Chebyshev.T ℤ ((n + 2 : ℕ) : ℤ) =
    2 * X * Chebyshev.T ℤ ((n + 1 : ℕ) : ℤ) - Chebyshev.T ℤ (n : ℤ) := by
  push_cast
  exact Chebyshev.T_add_two ℤ n

/-- The three-term recurrence `T_(n+2)(a) = 2 a T_(n+1)(a) - T_n(a)`, valid in any ring. -/
theorem chebT_add_two {A : Type*} [Ring A] (n : ℕ) (a : A) :
    chebT (n + 2) a = 2 * a * chebT (n + 1) a - chebT n a := by
  unfold chebT
  rw [T_rec]
  simp only [map_sub, map_mul, map_ofNat, aeval_X]

lemma chebT'_add_two {A : Type*} [Ring A] (n : ℕ) (a : A) :
    chebT' (n + 2) a = 2 * chebT (n + 1) a + 2 * a * chebT' (n + 1) a - chebT' n a := by
  have key : ∀ P Q : ℤ[X], derivative (2 * X * P - Q) =
      2 * P + 2 * X * derivative P - derivative Q := by
    intro P Q
    simp only [derivative_sub, derivative_mul, derivative_X, derivative_ofNat]
    ring
  unfold chebT' chebT
  rw [T_rec, key]
  simp only [map_sub, map_add, map_mul, map_ofNat, aeval_X]

lemma kernel_succ {R A : Type*} [CommRing R] [Ring A] [Algebra R A] (n : ℕ) (x : R) (H : A) :
    kernel (n + 1) x H = kernel n x H + (2 * chebT (n + 1) x) • chebT (n + 1) H := by
  unfold kernel
  rw [Finset.sum_range_succ, smul_add, smul_smul, add_assoc]

/-- Operator form of the Christoffel-Darboux identity: multiplying the kernel by `x - H` leaves only
the Chebyshev polynomials of orders `n` and `n + 1`. -/
theorem operator_christoffel_darboux {R A : Type*} [CommRing R] [Ring A] [Algebra R A]
    (n : ℕ) (x : R) (H : A) :
    (x • (1 : A) - H) * kernel n x H =
      chebT (n + 1) x • chebT n H - chebT n x • chebT (n + 1) H := by
  induction n with
  | zero => simp [kernel, chebT_zero, chebT_one]
  | succ n ih =>
    have h2 : 2 * H * chebT (n + 1) H = (2 : R) • (H * chebT (n + 1) H) := by
      rw [two_smul, mul_assoc, two_mul]
    -- the new term of the kernel is absorbed by the three-term recurrence
    rw [kernel_succ, mul_add, ih, chebT_add_two n x, chebT_add_two n H, h2]
    simp only [sub_mul, smul_mul_assoc, one_mul, mul_smul_comm]
    module

/-- Christoffel-Darboux identity for Chebyshev polynomials of the first kind, in any
commutative ring and at every truncation order `n`. -/
theorem christoffel_darboux {R : Type*} [CommRing R] (n : ℕ) (x y : R) :
    (x - y) * (1 + 2 * ∑ k ∈ Finset.range n, chebT (k + 1) x * chebT (k + 1) y) =
      chebT (n + 1) x * chebT n y - chebT n x * chebT (n + 1) y := by
  have h := operator_christoffel_darboux n x y
  simpa only [kernel, smul_eq_mul, mul_one] using h

/-- At coincident energies the kernel equals `T_(n+1)'(x) T_n(x) - T_n'(x) T_(n+1)(x)`. -/
theorem kernel_diagonal {R : Type*} [CommRing R] (n : ℕ) (x : R) :
    kernel n x x = chebT' (n + 1) x * chebT n x - chebT' n x * chebT (n + 1) x := by
  induction n with
  | zero => simp [kernel, chebT, chebT']
  | succ n ih =>
    rw [kernel_succ, ih, chebT'_add_two, chebT_add_two, smul_eq_mul]
    ring

/-- The `k`-th Chebyshev moment of a spectrum with levels `E j` and weights `w j`. -/
def moment {ι : Type*} [Fintype ι] (w E : ι → ℝ) (k : ℕ) : ℝ :=
  ∑ j, w j * chebT k (E j)

/-- The undamped Chebyshev moment series of the spectral density, truncated at order `n`,
without the prefactor `1 / (π √(1 - x²))`. -/
def densitySeries {ι : Type*} [Fintype ι] (w E : ι → ℝ) (n : ℕ) (x : ℝ) : ℝ :=
  moment w E 0 + 2 * ∑ k ∈ Finset.range n, moment w E (k + 1) * chebT (k + 1) x

/-- The truncated moment series is the sum over levels of the weight times the kernel. -/
theorem densitySeries_eq_sum_kernel {ι : Type*} [Fintype ι] (w E : ι → ℝ) (n : ℕ) (x : ℝ) :
    densitySeries w E n x = ∑ j, w j * kernel n x (E j) := by
  induction n with
  | zero => simp [densitySeries, moment, kernel, chebT_zero]
  | succ n ih =>
    have hs : densitySeries w E (n + 1) x =
        densitySeries w E n x + 2 * (moment w E (n + 1) * chebT (n + 1) x) := by
      unfold densitySeries
      rw [Finset.sum_range_succ]
      ring
    rw [hs, ih]
    simp only [kernel_succ, mul_add, Finset.sum_add_distrib]
    congr 1
    unfold moment
    rw [Finset.sum_mul, Finset.mul_sum]
    refine Finset.sum_congr rfl fun j _ => ?_
    rw [smul_eq_mul]
    ring

/-- At an energy `x` that is not a level, the truncated moment series is a sum over levels
of quotients containing only the Chebyshev polynomials of orders `n` and `n + 1`. -/
theorem densitySeries_closed_form {ι : Type*} [Fintype ι] (w E : ι → ℝ) (n : ℕ) (x : ℝ)
    (hx : ∀ j, x ≠ E j) :
    densitySeries w E n x = ∑ j, w j *
      ((chebT (n + 1) x * chebT n (E j) - chebT n x * chebT (n + 1) (E j)) / (x - E j)) := by
  rw [densitySeries_eq_sum_kernel]
  refine Finset.sum_congr rfl fun j _ => ?_
  congr 1
  -- divide the Christoffel-Darboux identity by the nonzero energy difference
  rw [eq_div_iff (sub_ne_zero.mpr (hx j)), mul_comm]
  have h := operator_christoffel_darboux n x (E j)
  simpa only [smul_eq_mul, mul_one] using h

lemma chebT_edges {R : Type*} [CommRing R] (n : ℕ) :
    (chebT n (1 : R) = 1 ∧ chebT n (-1 : R) = (-1) ^ n) ∧
      (chebT (n + 1) (1 : R) = 1 ∧ chebT (n + 1) (-1 : R) = (-1) ^ (n + 1)) := by
  induction n with
  | zero => simp [chebT_zero, chebT_one]
  | succ n ih =>
    obtain ⟨⟨h1, h2⟩, h3, h4⟩ := ih
    refine ⟨⟨h3, h4⟩, ?_, ?_⟩
    · rw [chebT_add_two, h1, h3]
      ring
    · rw [chebT_add_two, h2, h4]
      ring

/-- With its first argument at the band edge `1` and its second at the band edge `-1`, the undamped
kernel equals `(-1)^n`. -/
theorem kernel_band_edges {R : Type*} [CommRing R] (n : ℕ) :
    kernel n (1 : R) (-1 : R) = (-1) ^ n := by
  induction n with
  | zero => simp [kernel]
  | succ n ih =>
    rw [kernel_succ, ih, (chebT_edges n).2.1, (chebT_edges n).2.2, smul_eq_mul]
    ring

end

end ChebyshevSpectralKernel
```

```lean
#print axioms ChebyshevSpectralKernel.christoffel_darboux
#print axioms ChebyshevSpectralKernel.kernel_diagonal
#print axioms ChebyshevSpectralKernel.densitySeries_closed_form
#print axioms ChebyshevSpectralKernel.kernel_band_edges
```

```
'ChebyshevSpectralKernel.christoffel_darboux' depends on axioms: [propext, Classical.choice, Quot.sound]
'ChebyshevSpectralKernel.kernel_diagonal' depends on axioms: [propext, Classical.choice, Quot.sound]
'ChebyshevSpectralKernel.densitySeries_closed_form' depends on axioms: [propext, Classical.choice, Quot.sound]
'ChebyshevSpectralKernel.kernel_band_edges' depends on axioms: [propext, Classical.choice, Quot.sound]
```

## From the Lean statements to the physics

`chebT n a` evaluates Mathlib's integer polynomial $T_n$ at `a`, and `chebT'` does the same for its derivative. In `kernel n x H`, the scalar `x` lies in a commutative ring `R` and `H` in an `R`-algebra `A`; the sign `•` multiplies an algebra element by a scalar, so `x • (1 : A) - H` is $x-H$. `operator_christoffel_darboux` is the operator identity, and `christoffel_darboux` is the commutative one with the sum written out.

In the operator proof, `kernel_succ` splits off the new term and `chebT_add_two` expands the two polynomials of order $n+2$. The tactic `module` then compares the scalar coefficients, which is the regrouping done above. `kernel_diagonal` follows the same pattern with `chebT'_add_two`, and `ring` makes the cancellation. `chebT_edges` carries two consecutive orders through its induction because the recurrence needs both.

`moment` and `densitySeries` are $\mu_k$ and $S_n$ for real levels and weights over a finite index type. Levels may be degenerate, weights may have either sign, and no level is required to lie in $[-1,1]$. `densitySeries_closed_form` assumes `hx`, that $x$ is not a level. At a level, Lean's convention for division by zero would set that quotient to zero, whereas the kernel there has the value given by `kernel_diagonal`.

## Limits for a numerical code

The theorems concern exact arithmetic. In floating point the quotient loses digits by cancellation when $x$ is close to a level, and the direct sum is then the safer expression.

Christoffel–Darboux formulas exist for orthogonal polynomials in general; this file treats the family $T_n$ and uses its recurrence, not its orthogonality. It contains no statement about convergence as $n$ grows, damping factors, stochastic estimates of the moments or continuous spectra. The rescaling of the Hamiltonian and the prefactor $1/(\pi\sqrt{1-x^2})$ are left to the code.
